# For equally shifted degenerate determinants, outer states coupled to only one drop out of the second-order splitting formula

Before computing a small energy difference, such as a magnetic coupling, one can shorten the list of outer determinants by leaving out those that couple to only one of the two model determinants. In a second-order model of two degenerate determinants, this leaves the splitting formula unchanged if the full set of outer states shifts both determinants equally. Deleting the same states from the effective Hamiltonian needs a further condition, derived below.

Let the determinants $\Phi_a$ and $\Phi_b$ have energy $E$ and direct coupling $K$. Outer state $k$ has energy $E+D_k$ and real couplings $a_k$ to $\Phi_a$ and $b_k$ to $\Phi_b$. Its first-order amplitudes in the two corrected determinants are $p_k$ and $q_k$. All states are orthonormal, and the labels $k$ form the type `ι`.

In Lean 4 with Mathlib:

```lean
import Mathlib

open Finset

namespace DifferenceDedicatedCI

noncomputable section

variable {ι : Type*} {D a b p q : ι → ℝ}
```

## From amplitudes to the effective matrix

Projecting the first-order equations onto outer state $k$ gives

$$D_kp_k=-a_k,\qquad D_kq_k=-b_k.$$

Couplings among outer states do not enter at this order.

```lean
/-- The first-order equations for the amplitudes `p k`, `q k` of outer state `k` in the
corrections to the two determinants, with gaps `D k` and couplings `a k`, `b k`. -/
def FirstOrder (D a b p q : ι → ℝ) : Prop :=
  ∀ k, D k * p k = -a k ∧ D k * q k = -b k
```

Contracting the couplings with these amplitudes corrects the model block. For example, the upper right element becomes $K+\sum_{k\in s}a_kq_k$, where `s` is the finite set of outer states included.

```lean
/-- The effective Hamiltonian of two determinants of energy `E` and direct coupling `K`,
corrected by the outer states in `s` with amplitudes `p` and `q`. -/
def effH (E K : ℝ) (a b p q : ι → ℝ) (s : Finset ι) : Matrix (Fin 2) (Fin 2) ℝ :=
  !![E + ∑ k ∈ s, a k * p k, K + ∑ k ∈ s, a k * q k;
     K + ∑ k ∈ s, b k * p k, E + ∑ k ∈ s, b k * q k]
```

The levels $lo\le hi$ of a matrix $M$ are defined by $\det(x\mathbf 1-M)=(x-lo)(x-hi)$ for every real $x$, so a degenerate level counts twice.

```lean
/-- The energies `lo ≤ hi` are the two roots, with multiplicity, of the characteristic
determinant of `M`. -/
def HasLevels (M : Matrix (Fin 2) (Fin 2) ℝ) (lo hi : ℝ) : Prop :=
  lo ≤ hi ∧ ∀ x : ℝ, (x • (1 : Matrix (Fin 2) (Fin 2) ℝ) - M).det = (x - lo) * (x - hi)
```

For diagonal energies $\alpha,\beta$ and coupling $J$, expanding the determinant gives $(x-\alpha)(x-\beta)-J^2$.

```lean
/-- The characteristic determinant of a real symmetric two-level Hamiltonian. -/
theorem det_shift (x α β J : ℝ) :
    (x • (1 : Matrix (Fin 2) (Fin 2) ℝ) - !![α, J; J, β]).det
      = (x - α) * (x - β) - J ^ 2 := by
  rw [Matrix.det_fin_two]
  simp
  ring
```

If no gap vanishes, $p_k=-a_k/D_k$ and $q_k=-b_k/D_k$. Inserting them gives the diagonal elements $E-\sum_k a_k^2/D_k$ and $E-\sum_k b_k^2/D_k$, and makes both off-diagonal elements equal to

$$J=K-\sum_k\frac{a_kb_k}{D_k}.$$

The hypothesis `hD` excludes outer states degenerate with the model determinants; gaps of either sign are allowed. The proof solves for the amplitudes in `hp` and `hq`, then rewrites the four sums.

```lean
/-- For non-zero gaps, the first-order amplitudes give the second-order effective
Hamiltonian with its sums of coupling products over gaps. -/
theorem effH_eq (hD : ∀ k, D k ≠ 0) (h : FirstOrder D a b p q) (E K : ℝ) (s : Finset ι) :
    effH E K a b p q s =
      !![E - ∑ k ∈ s, a k ^ 2 / D k, K - ∑ k ∈ s, a k * b k / D k;
         K - ∑ k ∈ s, a k * b k / D k, E - ∑ k ∈ s, b k ^ 2 / D k] := by
  -- solve the first-order equations
  have hp : ∀ k, p k = -(a k / D k) := fun k => by
    rw [← neg_div, eq_div_iff (hD k)]
    linarith [(h k).1]
  have hq : ∀ k, q k = -(b k / D k) := fun k => by
    rw [← neg_div, eq_div_iff (hD k)]
    linarith [(h k).2]
  -- insert the amplitudes in the four matrix elements
  have h1 : ∑ k ∈ s, a k * p k = -∑ k ∈ s, a k ^ 2 / D k := by
    rw [← Finset.sum_neg_distrib]
    exact Finset.sum_congr rfl fun k _ => by rw [hp]; ring
  have h2 : ∑ k ∈ s, a k * q k = -∑ k ∈ s, a k * b k / D k := by
    rw [← Finset.sum_neg_distrib]
    exact Finset.sum_congr rfl fun k _ => by rw [hq]; ring
  have h3 : ∑ k ∈ s, b k * p k = -∑ k ∈ s, a k * b k / D k := by
    rw [← Finset.sum_neg_distrib]
    exact Finset.sum_congr rfl fun k _ => by rw [hp]; ring
  have h4 : ∑ k ∈ s, b k * q k = -∑ k ∈ s, b k ^ 2 / D k := by
    rw [← Finset.sum_neg_distrib]
    exact Finset.sum_congr rfl fun k _ => by rw [hq]; ring
  unfold effH
  rw [h1, h2, h3, h4]
  simp only [← sub_eq_add_neg]
```

## The splitting and its levels

Comparing the two forms of the characteristic determinant at $x=0$ and $x=1$ gives $lo\,hi=\alpha\beta-J^2$ and $lo+hi=\alpha+\beta$. Hence

$$(hi-lo)^2=(lo+hi)^2-4\,lo\,hi=(\alpha-\beta)^2+4J^2.$$

The two evaluations are `h0` and `h1`, and `linear_combination` carries out the elimination.

```lean
/-- The squared splitting of a real symmetric two-level Hamiltonian is the squared
difference of its diagonal energies plus four times the squared coupling. -/
theorem gap_sq {α β J lo hi : ℝ} (h : HasLevels !![α, J; J, β] lo hi) :
    (hi - lo) ^ 2 = (α - β) ^ 2 + 4 * J ^ 2 := by
  have h0 := h.2 0
  have h1 := h.2 1
  rw [det_shift] at h0 h1
  -- the trace is the sum of the levels
  have hs : lo + hi = α + β := by linear_combination h1 - h0
  linear_combination (lo + hi + α + β) * hs + 4 * h0
```

Now let $u$ be the full finite set of outer states and assume equal shifts,

$$S=\sum_{k\in u}\frac{a_k^2}{D_k}=\sum_{k\in u}\frac{b_k^2}{D_k}.$$

This is the hypothesis `hbal`. It holds, for instance, when a symmetry of the system exchanges the two determinants and maps the outer set to itself. The characteristic determinant is then $(x-E+S)^2-J^2$, with roots $E-S\pm|J|$.

```lean
/-- For non-zero gaps and equal second-order shifts of the two determinants, the levels lie
symmetrically about the shifted energy, at a distance equal to the absolute effective coupling. -/
theorem levels_of_balanced (hD : ∀ k, D k ≠ 0) (h : FirstOrder D a b p q) (E K : ℝ)
    (u : Finset ι) (hbal : ∑ k ∈ u, a k ^ 2 / D k = ∑ k ∈ u, b k ^ 2 / D k) :
    HasLevels (effH E K a b p q u)
      (E - ∑ k ∈ u, a k ^ 2 / D k - |K - ∑ k ∈ u, a k * b k / D k|)
      (E - ∑ k ∈ u, a k ^ 2 / D k + |K - ∑ k ∈ u, a k * b k / D k|) := by
  rw [effH_eq hD h]
  refine ⟨by linarith [abs_nonneg (K - ∑ k ∈ u, a k * b k / D k)], fun x => ?_⟩
  rw [det_shift, ← hbal]
  linear_combination sq_abs (K - ∑ k ∈ u, a k * b k / D k)
```

Let $s\subseteq u$ contain every state coupled to both determinants. For each omitted state $a_k=0$ or $b_k=0$, so $a_kb_k/D_k=0$ and the sum in $J$ may run over $s$ alone. With equal diagonal elements, $(hi-lo)^2=4J^2$, and since $hi\ge lo$,

$$hi-lo=2\left|K-\sum_{k\in s}\frac{a_kb_k}{D_k}\right|.$$

In the proof, `Finset.sum_subset` drops the vanishing products and `sq_eq_sq₀` takes the square root. The levels in `hl` still belong to the matrix built from all of `u`.

```lean
/-- For non-zero gaps and equal second-order shifts from all outer states `u`, the splitting is
`2 |K - ∑ a b / D|`, where the sum may omit outer states coupled to at most one determinant. -/
theorem splitting_eq (hD : ∀ k, D k ≠ 0) (h : FirstOrder D a b p q) {E K lo hi : ℝ}
    {s u : Finset ι} (hsu : s ⊆ u) (hone : ∀ k ∈ u, k ∉ s → a k = 0 ∨ b k = 0)
    (hbal : ∑ k ∈ u, a k ^ 2 / D k = ∑ k ∈ u, b k ^ 2 / D k)
    (hl : HasLevels (effH E K a b p q u) lo hi) :
    hi - lo = 2 * |K - ∑ k ∈ s, a k * b k / D k| := by
  -- omitted states have a vanishing product of couplings
  have hsum : ∑ k ∈ s, a k * b k / D k = ∑ k ∈ u, a k * b k / D k :=
    Finset.sum_subset hsu fun k hk hks => by
      rcases hone k hk hks with h0 | h0 <;> simp [h0]
  rw [effH_eq hD h] at hl
  have g := gap_sq hl
  rw [hbal] at g
  rw [hsum]
  refine (sq_eq_sq₀ (sub_nonneg.2 hl.1) (by positivity)).1 ?_
  linear_combination g - 4 * sq_abs (K - ∑ k ∈ u, a k * b k / D k)
```

## Deleting the states from the matrix

If the matrix itself is built from $s$ only, its coupling is still $J$, but its diagonal elements may differ. With

$$\delta=\sum_{k\in s}\frac{a_k^2}{D_k}-\sum_{k\in s}\frac{b_k^2}{D_k},$$

the new levels obey $(hi'-lo')^2=\delta^2+4J^2$, against $(hi-lo)^2=4J^2$ for the full matrix. The splittings agree exactly when $\delta=0$. The two directions of the proof subtract these equations and take the square root, respectively.

In difference-dedicated CI, this second-order, two-determinant argument supports deleting a class of outer states, each coupled to only one determinant, when the class as a whole shifts both determinants equally. It gives no error bound for the full CI splitting.

```lean
/-- Let the gaps be non-zero and the shifts from all outer states `u` equal. Deleting states
coupled to at most one determinant from the effective Hamiltonian keeps the splitting exactly
when the retained states `s` also shift both determinants equally. -/
theorem deletion_keeps_splitting_iff (hD : ∀ k, D k ≠ 0) (h : FirstOrder D a b p q)
    {E K lo hi lo' hi' : ℝ} {s u : Finset ι} (hsu : s ⊆ u)
    (hone : ∀ k ∈ u, k ∉ s → a k = 0 ∨ b k = 0)
    (hbal : ∑ k ∈ u, a k ^ 2 / D k = ∑ k ∈ u, b k ^ 2 / D k)
    (hl : HasLevels (effH E K a b p q u) lo hi)
    (hl' : HasLevels (effH E K a b p q s) lo' hi') :
    hi' - lo' = hi - lo ↔ ∑ k ∈ s, a k ^ 2 / D k = ∑ k ∈ s, b k ^ 2 / D k := by
  have hsum : ∑ k ∈ s, a k * b k / D k = ∑ k ∈ u, a k * b k / D k :=
    Finset.sum_subset hsu fun k hk hks => by
      rcases hone k hk hks with h0 | h0 <;> simp [h0]
  rw [effH_eq hD h] at hl hl'
  have g := gap_sq hl
  have g' := gap_sq hl'
  rw [hbal] at g
  rw [hsum] at g'
  constructor
  · intro e
    rw [e] at g'
    -- equal splittings leave no room for a difference of shifts
    have hz : (∑ k ∈ s, a k ^ 2 / D k - ∑ k ∈ s, b k ^ 2 / D k) ^ 2 = 0 := by
      linear_combination g - g'
    exact sub_eq_zero.1 ((pow_eq_zero_iff two_ne_zero).1 hz)
  · intro e
    rw [e] at g'
    refine (sq_eq_sq₀ (sub_nonneg.2 hl'.1) (sub_nonneg.2 hl.1)).1 ?_
    linear_combination g' - g
```

Two outer states, $k=0,1$, show the failure. Take $D_0=D_1=1$, $a=(1,0)$, $b=(0,1)$ and $K=2/3$. With both states included, the effective matrix has equal diagonal elements $E-1$ and coupling $2/3$, so its levels are $E-5/3$ and $E-1/3$. Keeping only state $0$ gives diagonal elements $E-1$ and $E$, with levels $E-4/3$ and $E+1/3$. The splitting grows from $4/3$ to $5/3$, although the deleted state couples to only one determinant. The couplings here are as large as the gaps, so the numbers illustrate the second-order formula and are not accurate energies of the four-state problem. The proof evaluates both matrices and factorises their characteristic determinants.

```lean
/-- Two outer states at unit gap, each coupled to a different determinant with unit strength,
and `K = 2/3`: deleting the second state changes the levels from `E - 5/3`, `E - 1/3` to
`E - 4/3`, `E + 1/3`. -/
theorem deletion_witness (E : ℝ) :
    FirstOrder (fun _ : Fin 2 => (1 : ℝ)) ![1, 0] ![0, 1] ![-1, 0] ![0, -1] ∧
    HasLevels (effH E (2 / 3) ![1, 0] ![0, 1] ![-1, 0] ![0, -1] (univ : Finset (Fin 2)))
      (E - 5 / 3) (E - 1 / 3) ∧
    HasLevels (effH E (2 / 3) ![1, 0] ![0, 1] ![-1, 0] ![0, -1] ({0} : Finset (Fin 2)))
      (E - 4 / 3) (E + 1 / 3) := by
  have h1 : effH E (2 / 3) ![1, 0] ![0, 1] ![-1, 0] ![0, -1] (univ : Finset (Fin 2))
      = !![E - 1, 2 / 3; 2 / 3, E - 1] := by
    simp [effH, Fin.sum_univ_two, sub_eq_add_neg]
  have h2 : effH E (2 / 3) ![1, 0] ![0, 1] ![-1, 0] ![0, -1] ({0} : Finset (Fin 2))
      = !![E - 1, 2 / 3; 2 / 3, E] := by
    simp [effH, sub_eq_add_neg]
  rw [h1, h2]
  refine ⟨?_, ⟨by linarith, fun x => ?_⟩, ⟨by linarith, fun x => ?_⟩⟩
  · intro k
    fin_cases k <;> simp
  · rw [det_shift]
    ring
  · rw [det_shift]
    ring

end

end DifferenceDedicatedCI
```

```lean
#print axioms DifferenceDedicatedCI.levels_of_balanced
#print axioms DifferenceDedicatedCI.splitting_eq
#print axioms DifferenceDedicatedCI.deletion_keeps_splitting_iff
```

```
'DifferenceDedicatedCI.levels_of_balanced' depends on axioms: [propext, Classical.choice, Quot.sound]
'DifferenceDedicatedCI.splitting_eq' depends on axioms: [propext, Classical.choice, Quot.sound]
'DifferenceDedicatedCI.deletion_keeps_splitting_iff' depends on axioms: [propext, Classical.choice, Quot.sound]
```
